# Apparent surface charges Qv are an energy gradient at every potential v exactly when Q is symmetric

A solute sits in a cavity inside a polarisable continuum. Its electrostatic potential on the cavity surface induces apparent charges there, and these charges act back on the solute's electrons. After the surface has been cut into elements, the response is a matrix Q that turns potentials into charges. Collocation of the boundary integral equations can give an unsymmetric Q even where the underlying continuum operator is symmetric. A self-consistent field (SCF) calculation then has two candidates for the reaction field: the charges Qv as they come from the response equation, or the derivative of the solvation energy. For which Q do they agree at every potential v?

## Potential, charges and energy on a finite surface

Let `n` be the finite set of surface elements, and let `m` be a finite set of density parameters, which enter at the end. Write v_i for the solute potential at element i, and x·y = Σ_i x_i y_i for the dot product.

```lean
import Mathlib

open Matrix

namespace ApparentSurfaceCharge

noncomputable section

variable {n m : Type*} [Fintype n] [Fintype m]
```

The apparent charge on element i is linear in the potential:

(Qv)_i = Σ_j Q_ij v_j.

The matrix Q is any real square matrix indexed by the surface elements. It contains the dielectric constant, the cavity geometry and the sign of the response; neither symmetry nor definiteness is assumed. In Lean a potential is a function `n → ℝ`, and `*ᵥ` is the matrix-vector product.

```lean
/-- The apparent surface charges `Q v` induced by the solute potential `v` on the
surface elements. -/
def apparentCharge (Q : Matrix n n ℝ) (v : n → ℝ) : n → ℝ := Q *ᵥ v
```

The solvation energy means here only its electrostatic part for a given solute potential; non-electrostatic terms and the cost of distorting the solute density are not included. It is half the interaction of the potential with the charges:

G(v) = ½ v·Qv.

The factor ½ stands for linear response: half of the interaction energy is spent on polarising the medium. Here it is part of the definition of G.

```lean
/-- The solvation energy, half the interaction of the potential with the apparent charges. -/
def solvationEnergy (Q : Matrix n n ℝ) (v : n → ℝ) : ℝ :=
  (1 / 2) * (v ⬝ᵥ apparentCharge Q v)
```

The candidate for the true gradient is built from the symmetrised matrix

S = ½(Q + Qᵀ), S_ij = ½(Q_ij + Q_ji).

```lean
/-- The symmetrised response matrix `(Q + Qᵀ) / 2`. -/
def symmResponse (Q : Matrix n n ℝ) : Matrix n n ℝ := (1 / 2 : ℝ) • (Q + Qᵀ)
```

## What it means for a vector to be the gradient

A vector g is the gradient of a function E at v when the first-order change of E under a displacement w of the potential is g·w. The derivative is thus a linear functional of w, and g supplies its coefficients:

w ↦ Σ_i g_i w_i.

```lean
/-- The linear functional `w ↦ g · w` belonging to a vector `g`. -/
def pairing (g : n → ℝ) : (n → ℝ) →L[ℝ] ℝ :=
  ∑ i, g i • ContinuousLinearMap.proj (R := ℝ) (φ := fun _ : n => ℝ) i
```

Differentiability is meant in the Fréchet sense:

E(v + w) = E(v) + g·w + o(‖w‖).

`HasGradAt E g v` says exactly this, with the function first, then the gradient, then the point. It includes the claim that E is differentiable at v. In finite dimension the choice of norm does not matter.

```lean
/-- The function `E` is differentiable at `v` with gradient vector `g`. -/
def HasGradAt (E : (n → ℝ) → ℝ) (g v : n → ℝ) : Prop := HasFDerivAt E (pairing g) v
```

The functional just defined is indeed the dot product with g, which the next lemma obtains by unfolding both sums.

```lean
/-- The functional belonging to `g` acts as the dot product with `g`. -/
theorem pairing_apply (g w : n → ℝ) : pairing g w = g ⬝ᵥ w := by
  simp [pairing, dotProduct]
```

A gradient is unique. If g·w = g'·w for every w, take w = e_i, the potential that is one at element i and zero elsewhere. This gives g_i = g'_i for each i. In Lean, `HasFDerivAt.unique` makes the two functionals equal, and `Pi.single i 1` is the unit vector on which they are compared.

```lean
/-- A function has at most one gradient vector at a given point. -/
theorem HasGradAt.eq {E : (n → ℝ) → ℝ} {g g' v : n → ℝ}
    (h : HasGradAt E g v) (h' : HasGradAt E g' v) : g = g' := by
  classical
  have hp : pairing g = pairing g' := HasFDerivAt.unique h h'
  funext i
  -- test both functionals on the unit vector of surface element `i`
  have hi : pairing g (Pi.single i 1) = pairing g' (Pi.single i 1) := by rw [hp]
  rw [pairing_apply, pairing_apply] at hi
  simpa using hi
```

## The energy sees only the symmetric part of Q

Moving Q across the dot product gives v·Qᵀv = (Qv)·v = v·Qv. Therefore

½ v·Sv = ½ · ½ (v·Qv + v·Qᵀv) = ½ v·Qv = G(v).

Q and S have the same energy at every potential, so comparing their solvation energies at the same potentials does not reveal whether the charges were symmetrised. For two elements with Q_12 = 1, Q_21 = −1 and zero diagonal, the energy vanishes identically while the charges are (v_2, −v_1). This is an algebraic example, not a model of a real dielectric. In the proof, `ht` is the transposition identity, and the remaining lines expand S and collect the halves.

```lean
/-- The symmetrised response gives the same solvation energy as the original one. -/
theorem solvationEnergy_symmResponse (Q : Matrix n n ℝ) (v : n → ℝ) :
    solvationEnergy (symmResponse Q) v = solvationEnergy Q v := by
  have ht : v ⬝ᵥ Qᵀ *ᵥ v = v ⬝ᵥ Q *ᵥ v := by
    rw [Matrix.dotProduct_mulVec, Matrix.vecMul_transpose, dotProduct_comm]
  unfold solvationEnergy apparentCharge symmResponse
  rw [Matrix.smul_mulVec, Matrix.add_mulVec, dotProduct_smul, dotProduct_add, ht, smul_eq_mul]
  ring
```

## Differentiating both factors

The potential appears twice in G, once explicitly and once inside the charges. Displace v by w and apply the product rule element by element:

dG(v)[w] = ½ Σ_i [ v_i (Qw)_i + (Qv)_i w_i ].

The second sum is (Qv)·w. In the first, Q moves to the other side:

Σ_i v_i (Qw)_i = v·Qw = (Qᵀv)·w.

Together,

dG(v)[w] = ½ (Qᵀv + Qv)·w = (Sv)·w,

so the gradient of G at v is Sv.

A tempting shortcut is to differentiate only the explicit factor v and cancel the ½ by "the other term is the same". That cancellation uses v·Qw = w·Qv, which is the symmetry in question, and it returns Qv for every Q.

The Lean proof keeps the two terms apart. `hrow` gives the derivative of a single charge, whose coefficients are row i of Q. The product rule is then summed over the elements and multiplied by ½. `e1` is the transposition step and `e2` identifies the other sum.

```lean
/-- The gradient of the solvation energy at every potential `v` is `(Q + Qᵀ) v / 2`. -/
theorem solvationEnergy_hasGradAt (Q : Matrix n n ℝ) (v : n → ℝ) :
    HasGradAt (solvationEnergy Q) (symmResponse Q *ᵥ v) v := by
  -- each apparent charge is linear in the potential
  have hrow : ∀ i, HasFDerivAt (fun u : n → ℝ => (Q *ᵥ u) i) (pairing (Q i)) v := by
    intro i
    have e : (fun u : n → ℝ => (Q *ᵥ u) i) = ⇑(pairing (Q i)) := by
      funext u
      rw [pairing_apply]
      rfl
    rw [e]
    exact (pairing (Q i)).hasFDerivAt
  -- product rule, element by element
  have h := (HasFDerivAt.fun_sum (u := Finset.univ)
    fun i _ => (hasFDerivAt_apply (𝕜 := ℝ) i v).mul (hrow i)).const_mul (1 / 2 : ℝ)
  refine HasFDerivAt.congr_fderiv h (ContinuousLinearMap.ext fun w => ?_)
  trans (1 / 2 : ℝ) * ∑ i, (v i * (Q i ⬝ᵥ w) + (Q *ᵥ v) i * w i)
  · simp [pairing_apply]
  · -- move `Q` to the other side of the dot product
    have e1 : ∑ i, v i * (Q i ⬝ᵥ w) = (Qᵀ *ᵥ v) ⬝ᵥ w := by
      rw [Matrix.mulVec_transpose]
      exact Matrix.dotProduct_mulVec v Q w
    have e2 : ∑ i, (Q *ᵥ v) i * w i = (Q *ᵥ v) ⬝ᵥ w := rfl
    rw [Finset.sum_add_distrib, e1, e2, pairing_apply, symmResponse, Matrix.smul_mulVec,
      Matrix.add_mulVec, smul_dotProduct, add_dotProduct, smul_eq_mul]
    ring
```

## No other energy can produce the charges of an unsymmetric Q

The mismatch between Qv and Sv might be blamed on the choice of G. Suppose, then, that some other function E has gradient Qv at every v. Follow it along the charging path t ↦ tv, which scales the potential up from zero, and consider

f(t) = E(tv) − t² G(v).

By the chain rule,

f'(t) = Q(tv)·v − 2t G(v) = t v·Qv − t v·Qv = 0.

So f is constant, and f(1) = f(0) reads

E(v) = E(0) + G(v).

Any energy whose gradient is the charge vector everywhere is therefore G up to a constant. In the proof, `h2` is the chain rule along the path, `h3` differentiates the quadratic term, and `is_const_of_deriv_eq_zero` compares the end points 1 and 0.

```lean
/-- A functional whose gradient is the apparent charge vector at every potential equals the
solvation energy up to a constant. -/
theorem eq_solvationEnergy_of_hasGradAt (Q : Matrix n n ℝ) (E : (n → ℝ) → ℝ)
    (hE : ∀ v, HasGradAt E (apparentCharge Q v) v) (v : n → ℝ) :
    E v = E 0 + solvationEnergy Q v := by
  -- along the charging path `t v` the difference of the two energies is constant
  have hd : ∀ t : ℝ,
      HasDerivAt (fun s : ℝ => E (s • v) - s ^ 2 * solvationEnergy Q v) 0 t := by
    intro t
    have h1 : HasDerivAt (fun s : ℝ => s • v) ((1 : ℝ) • v) t :=
      (hasDerivAt_id t).smul_const v
    have h2 : HasDerivAt (fun s : ℝ => E (s • v))
        (pairing (Q *ᵥ (t • v)) ((1 : ℝ) • v)) t :=
      HasFDerivAt.comp_hasDerivAt t (hE (t • v)) h1
    have h3 : HasDerivAt (fun s : ℝ => s ^ 2 * solvationEnergy Q v)
        (2 * t * solvationEnergy Q v) t := by
      simpa using (hasDerivAt_pow 2 t).mul_const (solvationEnergy Q v)
    refine (h2.fun_sub h3).congr_deriv ?_
    rw [pairing_apply, one_smul, Matrix.mulVec_smul, smul_dotProduct,
      dotProduct_comm (Q *ᵥ v) v, smul_eq_mul, solvationEnergy, apparentCharge]
    ring
  have hc := is_const_of_deriv_eq_zero (fun t => (hd t).differentiableAt)
    (fun t => (hd t).deriv) 1 0
  simp only [one_smul, zero_smul] at hc
  linarith
```

Such an E has gradient Qv by assumption. Being G plus a constant, it also has gradient Sv. Uniqueness gives

Qv = Sv for every v.

Put v = e_j and read off component i:

Q_ij = ½(Q_ij + Q_ji), hence Q_ij = Q_ji.

Conversely, if Q is symmetric then S = Q, and G itself is an energy with gradient Qv. The existence of an energy is thus equivalent to the symmetry of Q, written `Q.IsSymm`. This is the familiar integrability condition for a linear force field, with the charges in the role of the force.

The two directions of the Lean proof follow this argument. `hEq` replaces E by the constant plus G, `hs` equates the two gradients, and `Pi.single j 1` extracts the matrix entries. In the converse, `hs` is the identity S = Q.

```lean
/-- The apparent charges `Q v` are the gradient of some energy functional if and only if the
response matrix is symmetric. -/
theorem exists_energy_iff_isSymm (Q : Matrix n n ℝ) :
    (∃ E : (n → ℝ) → ℝ, ∀ v, HasGradAt E (apparentCharge Q v) v) ↔ Q.IsSymm := by
  classical
  constructor
  · rintro ⟨E, hE⟩
    have hEq : E = fun v => E 0 + solvationEnergy Q v :=
      funext (eq_solvationEnergy_of_hasGradAt Q E hE)
    -- so `E` also has the symmetrised gradient, and gradients are unique
    have hs : ∀ v, Q *ᵥ v = symmResponse Q *ᵥ v := by
      intro v
      have h1 : HasGradAt E (symmResponse Q *ᵥ v) v := by
        rw [hEq]
        exact HasFDerivAt.const_add (E 0) (solvationEnergy_hasGradAt Q v)
      exact (hE v).eq h1
    refine Matrix.IsSymm.ext fun i j => ?_
    have hij : Q i j = symmResponse Q i j := by
      simpa using congrFun (hs (Pi.single j 1)) i
    have hval : symmResponse Q i j = (1 / 2) * (Q i j + Q j i) := rfl
    linarith
  · intro hQ
    refine ⟨solvationEnergy Q, fun v => ?_⟩
    have hs : symmResponse Q = Q := by
      ext i j
      have hval : symmResponse Q i j = (1 / 2) * (Q i j + Q j i) := rfl
      have hji : Q j i = Q i j := hQ.apply i j
      rw [hval, hji]
      ring
    have h := solvationEnergy_hasGradAt Q v
    rw [hs] at h
    exact h
```

## The gradient and the condition for it to equal the charges

The two results combine into one statement about G. For every real square Q:

1. G has gradient ½(Q + Qᵀ)v at every v.
2. Qv is the gradient of G at every v if and only if Q is symmetric.

The position of "at every v" matters in the second part. The quantifier belongs inside the left-hand side of the equivalence, as in `(∀ v, HasGradAt ...) ↔ Q.IsSymm`. If it stood in front of the whole equivalence, the statement would be false for any unsymmetric Q: at v = 0 both vectors are zero and agree, yet Q is not symmetric. Agreement at v = 0 says nothing about Q. Agreement at a set of potentials that spans the whole space is enough for symmetry, because Qv and Sv are both linear in v.

The first part is the gradient computed above. For the second, if Qv is the gradient of G everywhere, then G is an energy of the kind just discussed and Q must be symmetric. If Q is symmetric, some energy E has gradient Qv; since G differs from E by a constant, G has that gradient too.

```lean
/-- The solvation energy has gradient `(Q + Qᵀ) v / 2` at every potential, and the apparent
charge vector `Q v` is its gradient at every potential if and only if `Q` is symmetric. -/
theorem gradient_eq_apparentCharge_iff (Q : Matrix n n ℝ) :
    (∀ v, HasGradAt (solvationEnergy Q) (symmResponse Q *ᵥ v) v) ∧
      ((∀ v, HasGradAt (solvationEnergy Q) (apparentCharge Q v) v) ↔ Q.IsSymm) := by
  refine ⟨solvationEnergy_hasGradAt Q, fun h => (exists_energy_iff_isSymm Q).1 ⟨_, h⟩, ?_⟩
  intro hQ v
  obtain ⟨E, hE⟩ := (exists_energy_iff_isSymm Q).2 hQ
  have hG : solvationEnergy Q = fun u => -E 0 + E u := by
    funext u
    have hu := eq_solvationEnergy_of_hasGradAt Q E hE u
    linarith
  rw [hG]
  exact HasFDerivAt.const_add (-E 0) (hE v)
```

## The reaction field in terms of the density

In an SCF calculation the variables describe the electron density, and the potential follows from them. Let p be the vector of density parameters, for instance independent real coefficients of a density expansion. Let v₀ be the part of the potential that does not depend on them, such as that of the nuclei. The surface potential is then

v = v₀ + Ap,

where A_ia is the potential at element i per unit of parameter a. This affine form reflects the fact that the electrostatic potential is linear in the density. It does not hold if p stands for orbital coefficients, in which the density is quadratic.

A change w of the parameters changes the potential by Aw, so the energy changes to first order by

(Sv)·(Aw) = (AᵀSv)·w.

The gradient with respect to p is therefore

AᵀS(v₀ + Ap), with components Σ_i A_ia (Sv)_i.

With all elements of a real density matrix as the parameters, P_μν and P_νμ counted as separate variables, this gradient supplies the solvation contribution to the effective one-electron operator if the SCF equations are to be the stationarity conditions of an energy that contains G, for a fixed cavity and a linear response. Using Qv in place of Sv changes this term by ½Aᵀ(Q − Qᵀ)v. Where that difference does not vanish, the iteration is driven by something other than the derivative of the energy it reports.

In Lean, `hA` is the derivative of the affine map, `HasFDerivAt.comp` is the chain rule, and the last line moves A across the dot product.

```lean
/-- If the potential `v₀ + A p` is affine in the density parameters `p`, the gradient of the
solvation energy with respect to `p` is `Aᵀ` applied to the symmetrised charges. -/
theorem reactionField_hasGradAt (Q : Matrix n n ℝ) (A : Matrix n m ℝ) (v₀ : n → ℝ)
    (p : m → ℝ) :
    HasGradAt (fun q => solvationEnergy Q (v₀ + A *ᵥ q))
      (Aᵀ *ᵥ (symmResponse Q *ᵥ (v₀ + A *ᵥ p))) p := by
  have hA : HasFDerivAt (fun q : m → ℝ => v₀ + A *ᵥ q)
      (LinearMap.toContinuousLinearMap A.mulVecLin) p :=
    HasFDerivAt.const_add v₀ (LinearMap.toContinuousLinearMap A.mulVecLin).hasFDerivAt
  -- chain rule through the potential
  have h := HasFDerivAt.comp (g := solvationEnergy Q) (f := fun q : m → ℝ => v₀ + A *ᵥ q) p
    (solvationEnergy_hasGradAt Q (v₀ + A *ᵥ p)) hA
  refine HasFDerivAt.congr_fderiv h (ContinuousLinearMap.ext fun w => ?_)
  change pairing (symmResponse Q *ᵥ (v₀ + A *ᵥ p)) (A *ᵥ w) = _
  rw [pairing_apply, pairing_apply, Matrix.dotProduct_mulVec, Matrix.mulVec_transpose]

end

end ApparentSurfaceCharge
```

The gradient in p is the unconstrained one. Conditions on the density, such as a fixed electron number or idempotency of the density matrix, have to be imposed in addition. Q and A are held constant throughout, so forces on the nuclei, for which the cavity and the response matrix move with the atoms, need further terms.

```lean
#print axioms ApparentSurfaceCharge.solvationEnergy_symmResponse
-- 'ApparentSurfaceCharge.solvationEnergy_symmResponse' depends on axioms: [propext, Classical.choice, Quot.sound]
#print axioms ApparentSurfaceCharge.gradient_eq_apparentCharge_iff
-- 'ApparentSurfaceCharge.gradient_eq_apparentCharge_iff' depends on axioms: [propext, Classical.choice, Quot.sound]
#print axioms ApparentSurfaceCharge.reactionField_hasGradAt
-- 'ApparentSurfaceCharge.reactionField_hasGradAt' depends on axioms: [propext, Classical.choice, Quot.sound]
```
